# For hydrogenic 1s² 2s², the indicator α is zero at the nucleus, tends to zero at large distance and has its maximum at a positive radius

A single doubly occupied real radial orbital $f$ has density $n=2f^2$ and, in atomic units, kinetic energy density $\tau=f'^2$, so wherever $f\neq 0$ the von Weizsäcker term $n'^2/(8n)=(4ff')^2/(16f^2)$ equals $\tau$ exactly. With a second doubly occupied real radial orbital $g$, orthogonal to $f$, the density becomes $n=2(f^2+g^2)$. Wherever $n\neq 0$, $\tau$ then exceeds the von Weizsäcker term by $2(fg'-gf')^2/n$, which vanishes only where the Wronskian $fg'-gf'$ does. The indicator $\alpha$ is this excess divided by the kinetic energy density of a uniform electron gas of the same density $n$.

```lean
import Mathlib

open Real Filter Topology

namespace HydrogenicShellIndicator

noncomputable section

/-- The hydrogenic 1s orbital as a function of the radius, in atomic units. -/
def orbital1s (r : ℝ) : ℝ := exp (-r) / √π

/-- The hydrogenic 2s orbital as a function of the radius, in atomic units. -/
def orbital2s (r : ℝ) : ℝ := (2 - r) * exp (-r / 2) / (4 * √(2 * π))

/-- The electron density of two doubly occupied real orbitals. -/
def density (f g : ℝ → ℝ) (r : ℝ) : ℝ := 2 * (f r ^ 2 + g r ^ 2)

/-- The kinetic energy density of two doubly occupied real radial orbitals. -/
def tau (f g : ℝ → ℝ) (r : ℝ) : ℝ := deriv f r ^ 2 + deriv g r ^ 2

/-- The von Weizsäcker kinetic energy density of a radial density `n`, where `n r ≠ 0`. -/
def tauW (n : ℝ → ℝ) (r : ℝ) : ℝ := deriv n r ^ 2 / (8 * n r)

/-- The density of the hydrogenic configuration 1s² 2s². -/
def shellDensity : ℝ → ℝ := density orbital1s orbital2s

/-- The indicator alpha of 1s² 2s²: the excess of tau over the von Weizsäcker term, in units
of the uniform-gas form `C n^(5/3)`, for `C ≠ 0`. -/
def alpha (C r : ℝ) : ℝ :=
  (tau orbital1s orbital2s r - tauW shellDensity r) / (C * shellDensity r ^ (5 / 3 : ℝ))

/-- The radial derivative of the 1s orbital is minus the orbital. -/
theorem hasDerivAt_orbital1s (r : ℝ) : HasDerivAt orbital1s (-orbital1s r) r :=
  ((hasDerivAt_id' r).fun_neg.exp.div_const (√π)).congr_deriv (by
    simp only [orbital1s]; ring)

/-- The radial derivative of the 2s orbital. -/
theorem hasDerivAt_orbital2s (r : ℝ) :
    HasDerivAt orbital2s ((r - 4) / 2 * exp (-r / 2) / (4 * √(2 * π))) r := by
  have h1 : HasDerivAt (fun x : ℝ => 2 - x) (-1) r := (hasDerivAt_id' r).const_sub 2
  have h2 : HasDerivAt (fun x : ℝ => exp (-x / 2)) (exp (-r / 2) * (-1 / 2)) r :=
    ((hasDerivAt_id' r).fun_neg.div_const 2).exp
  exact ((h1.fun_mul h2).div_const (4 * √(2 * π))).congr_deriv (by ring)

/-- For two doubly occupied real radial orbitals, the excess of tau over the von Weizsäcker
term is twice the squared Wronskian divided by the density, wherever the density is nonzero. -/
theorem tau_sub_tauW {f g : ℝ → ℝ} {f' g' r : ℝ} (hf : HasDerivAt f f' r)
    (hg : HasDerivAt g g' r) (h0 : density f g r ≠ 0) :
    tau f g r - tauW (density f g) r = 2 * (f r * g' - g r * f') ^ 2 / density f g r := by
  have hn : HasDerivAt (density f g) (4 * (f r * f' + g r * g')) r :=
    (((hf.fun_pow 2).fun_add (hg.fun_pow 2)).const_mul 2).congr_deriv (by norm_num; ring)
  have hd : density f g r = 2 * (f r ^ 2 + g r ^ 2) := rfl
  have hc : (4 * (f r * f' + g r * g')) ^ 2 / (8 * density f g r) * density f g r
      = (4 * (f r * f' + g r * g')) ^ 2 / 8 := by field_simp
  unfold tau tauW
  -- after clearing the density this is Lagrange's identity
  rw [hf.deriv, hg.deriv, hn.deriv, eq_div_iff h0, sub_mul, hc, hd]
  ring

/-- The density of 1s² 2s² is positive everywhere. -/
theorem shellDensity_pos (r : ℝ) : 0 < shellDensity r := by
  have h : 0 < orbital1s r := by unfold orbital1s; positivity
  unfold shellDensity density
  positivity

/-- For 1s² 2s² the excess of tau over the von Weizsäcker term is
`r² exp(-3r) / (64 π² n)`. -/
theorem shell_excess (r : ℝ) : tau orbital1s orbital2s r - tauW shellDensity r
    = r ^ 2 * exp (-3 * r) / (64 * π ^ 2 * shellDensity r) := by
  have h := tau_sub_tauW (hasDerivAt_orbital1s r) (hasDerivAt_orbital2s r)
    (shellDensity_pos r).ne'
  -- the Wronskian of the two orbitals
  have hW : orbital1s r * ((r - 4) / 2 * exp (-r / 2) / (4 * √(2 * π)))
      - orbital2s r * (-orbital1s r)
      = -r * (exp (-r) * exp (-r / 2)) / (8 * √π * √(2 * π)) := by
    simp only [orbital1s, orbital2s]; ring
  have hE : (exp (-r) * exp (-r / 2)) ^ 2 = exp (-3 * r) := by
    rw [← Real.exp_add, ← Real.exp_nat_mul]
    congr 1
    push_cast
    ring
  have hD : (8 * √π * √(2 * π)) ^ 2 = 128 * π ^ 2 := by
    rw [mul_pow, mul_pow, Real.sq_sqrt pi_pos.le, Real.sq_sqrt (by positivity)]
    ring
  rw [hW, div_pow, hD, mul_pow, hE, neg_sq] at h
  change tau orbital1s orbital2s r - tauW shellDensity r = _ / shellDensity r at h
  rw [h]
  ring

/-- In the region `r ≥ 3` the density is at least `exp(-r) / (16 π)`. -/
theorem shellDensity_tail {r : ℝ} (hr : 3 ≤ r) : exp (-r) / (16 * π) ≤ shellDensity r := by
  have hE : exp (-r / 2) ^ 2 = exp (-r) := by
    rw [← Real.exp_nat_mul]
    congr 1
    push_cast
    ring
  have hD : (4 * √(2 * π)) ^ 2 = 32 * π := by
    rw [mul_pow, Real.sq_sqrt (by positivity)]
    ring
  have h2 : 2 * orbital2s r ^ 2 = (2 - r) ^ 2 * (exp (-r) / (16 * π)) := by
    unfold orbital2s
    rw [div_pow, hD, mul_pow, hE]
    ring
  have hX : 0 < exp (-r) / (16 * π) := by positivity
  have hs : 1 ≤ (2 - r) ^ 2 := by nlinarith
  have hm := mul_le_mul_of_nonneg_right hs hX.le
  have hd : shellDensity r = 2 * (orbital1s r ^ 2 + orbital2s r ^ 2) := rfl
  nlinarith [sq_nonneg (orbital1s r)]

/-- In the region `r ≥ 3` the indicator is bounded by a constant times `r² exp(-r/3)`. -/
theorem alpha_tail {C r : ℝ} (hC : 0 < C) (hr : 3 ≤ r) :
    alpha C r ≤ (16 * π) ^ (5 / 3 : ℝ) / (4 * π * C) * (r ^ 2 * exp (-r / 3)) := by
  have hn := shellDensity_tail hr
  have hp : (exp (-r) / (16 * π)) ^ (5 / 3 : ℝ)
      = exp (-r * (5 / 3)) / (16 * π) ^ (5 / 3 : ℝ) := by
    rw [Real.div_rpow (exp_pos _).le (by positivity), ← Real.exp_mul]
  have hE : exp (-3 * r) = exp (-r / 3) * exp (-r) * exp (-r * (5 / 3)) := by
    rw [← Real.exp_add, ← Real.exp_add]
    congr 1
    ring
  unfold alpha
  rw [shell_excess]
  calc r ^ 2 * exp (-3 * r) / (64 * π ^ 2 * shellDensity r)
        / (C * shellDensity r ^ (5 / 3 : ℝ))
      ≤ r ^ 2 * exp (-3 * r) / (64 * π ^ 2 * (exp (-r) / (16 * π)))
        / (C * (exp (-r) / (16 * π)) ^ (5 / 3 : ℝ)) := by gcongr
    _ = (16 * π) ^ (5 / 3 : ℝ) / (4 * π * C) * (r ^ 2 * exp (-r / 3)) := by
      rw [hp, hE]
      have ha := (exp_pos (-r)).ne'
      have hc := (exp_pos (-r * (5 / 3))).ne'
      have hK : (16 * π) ^ (5 / 3 : ℝ) ≠ 0 := by positivity
      generalize exp (-r) = a at *
      generalize exp (-r * (5 / 3)) = c at *
      generalize exp (-r / 3) = b at *
      generalize (16 * π) ^ (5 / 3 : ℝ) = K at *
      field_simp
      ring

/-- For 1s² 2s² and any `C > 0`, alpha is zero at the nucleus, positive at every `r > 0`, tends
to zero at large distance, and attains its maximum over `r ≥ 0` at some `r₀ > 0`. -/
theorem alpha_profile {C : ℝ} (hC : 0 < C) :
    alpha C 0 = 0 ∧ (∀ r, 0 < r → 0 < alpha C r) ∧ Tendsto (alpha C) atTop (𝓝 0) ∧
      ∃ r₀, 0 < r₀ ∧ ∀ r, 0 ≤ r → alpha C r ≤ alpha C r₀ := by
  have hzero : alpha C 0 = 0 := by
    unfold alpha
    rw [shell_excess]
    simp
  have hpos : ∀ r, 0 < r → 0 < alpha C r := by
    intro r hr
    have hn := shellDensity_pos r
    unfold alpha
    rw [shell_excess]
    positivity
  have hlim : Tendsto (alpha C) atTop (𝓝 0) := by
    have h := ((Real.tendsto_pow_mul_exp_neg_atTop_nhds_zero 2).comp
      (tendsto_id.atTop_div_const (by norm_num : (0 : ℝ) < 3))).const_mul
        (9 * ((16 * π) ^ (5 / 3 : ℝ) / (4 * π * C)))
    rw [mul_zero] at h
    have hg : Tendsto (fun r : ℝ => (16 * π) ^ (5 / 3 : ℝ) / (4 * π * C)
        * (r ^ 2 * exp (-r / 3))) atTop (𝓝 0) := by
      refine h.congr fun r => ?_
      simp only [Function.comp_apply, id_eq]
      rw [neg_div 3 r]
      ring
    refine squeeze_zero' ?_ ?_ hg
    · filter_upwards [eventually_gt_atTop 0] with r hr using (hpos r hr).le
    · filter_upwards [eventually_ge_atTop 3] with r hr using alpha_tail hC hr
  have hcont : Continuous (alpha C) := by
    have h1 : Continuous orbital1s :=
      continuous_iff_continuousAt.2 fun r => (hasDerivAt_orbital1s r).continuousAt
    have h2 : Continuous orbital2s :=
      continuous_iff_continuousAt.2 fun r => (hasDerivAt_orbital2s r).continuousAt
    have hn : Continuous shellDensity := continuous_const.mul ((h1.pow 2).add (h2.pow 2))
    have hq : Continuous fun r => shellDensity r ^ (5 / 3 : ℝ) :=
      hn.rpow_const fun r => Or.inl (shellDensity_pos r).ne'
    have he : alpha C = fun r => r ^ 2 * exp (-3 * r) / (64 * π ^ 2 * shellDensity r)
        / (C * shellDensity r ^ (5 / 3 : ℝ)) := by
      funext r
      unfold alpha
      rw [shell_excess]
    rw [he]
    refine Continuous.div (Continuous.div (by fun_prop) (continuous_const.mul hn) ?_)
      (continuous_const.mul hq) ?_
    · intro r
      have := shellDensity_pos r
      positivity
    · intro r
      have := shellDensity_pos r
      positivity
  refine ⟨hzero, hpos, hlim, ?_⟩
  -- beyond some radius R the indicator stays below its value at r = 1
  obtain ⟨R, hR⟩ := eventually_atTop.1 (hlim.eventually_lt_const (hpos 1 one_pos))
  have h1 : (1 : ℝ) ∈ Set.Icc 0 (max R 1) := ⟨zero_le_one, le_max_right _ _⟩
  obtain ⟨r₀, hr₀, hmax⟩ := isCompact_Icc.exists_isMaxOn ⟨1, h1⟩ hcont.continuousOn
  have hone : alpha C 1 ≤ alpha C r₀ := hmax h1
  refine ⟨r₀, lt_of_le_of_ne hr₀.1 ?_, fun r hr => ?_⟩
  · intro h
    rw [← h, hzero] at hone
    exact not_lt_of_ge hone (hpos 1 one_pos)
  · rcases le_total r (max R 1) with hle | hge
    · exact hmax ⟨hr, hle⟩
    · exact (hR r ((le_max_left _ _).trans hge)).le.trans hone

end

end HydrogenicShellIndicator
```

```lean
#print axioms HydrogenicShellIndicator.alpha_profile
-- 'HydrogenicShellIndicator.alpha_profile' depends on axioms: [propext, Classical.choice, Quot.sound]
```

## The profile in words

The two orbitals are functions of the radius $r$, for nuclear charge 1:

$$\phi_{1s}(r)=\frac{e^{-r}}{\sqrt\pi},\qquad \phi_{2s}(r)=\frac{(2-r)\,e^{-r/2}}{4\sqrt{2\pi}}.$$

They are `orbital1s` and `orbital2s` in the file, and both are normalised in three dimensions. From here on, $n=2(\phi_{1s}^2+\phi_{2s}^2)$ is their density, `shellDensity`. The theorem `shell_excess` states that

$$\tau-\frac{n'^2}{8n}=\frac{r^2e^{-3r}}{64\pi^2\,n}.$$

The indicator `alpha C r` is this excess divided by $C\,n^{5/3}$:

$$\alpha(r)=\frac{r^2e^{-3r}}{64\pi^2\,C\,n^{8/3}}.$$

For every $C>0$, `alpha_profile` asserts four things: $\alpha(0)=0$; $\alpha(r)>0$ for every $r>0$; $\alpha(r)\to0$ as $r\to\infty$; and there is some $r_0>0$ with $\alpha(r)\le\alpha(r_0)$ for all $r\ge0$. It neither locates $r_0$ nor says that it is unique.

## What the definitions encode

The function `tau` is $\tfrac12\sum_i|\nabla\phi_i|^2$ summed over the four occupied spin orbitals. Double occupation cancels the factor $\tfrac12$. Because s orbitals have no angular dependence, the gradient reduces to the radial derivative; a p shell would bring in angular terms that this definition does not contain. Both `tau` and `tauW` use Lean's `deriv`, so the closed form is derived from actual derivatives.

The constant $C$ stands for the prefactor of the uniform electron gas, whose kinetic energy density is $C\,n^{5/3}$ with $C=\tfrac{3}{10}(3\pi^2)^{2/3}$ in the spin-unpolarised case. The theorem needs only its sign.

In Lean, `r` ranges over all real numbers, and the orbital formulas extend smoothly through $r=0$. Derivatives at the nucleus are those of the extended formulas, and they agree with the limits from $r>0$. In three dimensions the orbitals have a cusp there.

Some meta-GGA functionals take $\alpha$ as an ingredient. In a system whose only occupied orbital is one doubly occupied real orbital, it is zero at every point where the density is nonzero. The present result gives an exact profile of that ingredient for four non-interacting electrons in the configuration 1s² 2s² in the field of a unit charge, which is not a self-consistent beryllium atom.

## The excess is a squared Wronskian

For two orbitals $f$ and $g$ the density has derivative $n'=4(ff'+gg')$. Hence

$$\frac{n'^2}{8n}=\frac{16(ff'+gg')^2}{16(f^2+g^2)}=\frac{(ff'+gg')^2}{f^2+g^2}.$$

Subtracting this from $\tau=f'^2+g'^2$ and using Lagrange's identity gives

$$\tau-\frac{n'^2}{8n}=\frac{(f^2+g^2)(f'^2+g'^2)-(ff'+gg')^2}{f^2+g^2}=\frac{(fg'-gf')^2}{f^2+g^2}=\frac{2(fg'-gf')^2}{n}.$$

This is `tau_sub_tauW`. Its hypotheses say that $f$ and $g$ have derivatives `f'` and `g'` at the point `r`, and that the density there is nonzero. The proof computes $n'$, multiplies through by the density with `eq_div_iff`, and leaves Lagrange's identity to `ring`.

The condition on the density is needed. Take $f(r)=r$ and $g=0$ at $r=0$; these functions test the formal statement and are not physical orbitals. Then $\tau=1$, while the von Weizsäcker term is $0/0$, which Lean evaluates as 0. The left side of the identity is therefore 1 and the right side 0. At every other radius the von Weizsäcker term is 1 and the excess is zero, as the formula gives when only one function is nonzero.

For 1s² 2s² the condition always holds. The 2s orbital has a node at $r=2$, but the 1s orbital never vanishes, and `shellDensity_pos` uses exactly this.

## The Wronskian of 1s and 2s

The derivatives, supplied by `hasDerivAt_orbital1s` and `hasDerivAt_orbital2s`, are

$$\phi_{1s}'=-\phi_{1s},\qquad \phi_{2s}'=\frac{r-4}{2}\,\frac{e^{-r/2}}{4\sqrt{2\pi}}.$$

The Wronskian is therefore

$$\phi_{1s}\phi_{2s}'-\phi_{2s}\phi_{1s}'=\phi_{1s}\,(\phi_{2s}'+\phi_{2s})=\frac{e^{-r}}{\sqrt\pi}\,\frac{e^{-r/2}}{4\sqrt{2\pi}}\left(\frac{r-4}{2}+2-r\right)=-\frac{r\,e^{-3r/2}}{8\sqrt\pi\sqrt{2\pi}}.$$

Its square is $r^2e^{-3r}/(128\pi^2)$, and twice the square divided by $n$ is the stated excess. In `shell_excess`, the steps `hW`, `hE` and `hD` are the Wronskian, the square of its exponential factor and the square of its denominator.

The factor $r$ has a physical origin. Both orbitals satisfy the same nuclear cusp condition, $\phi'/\phi=-1$ at $r=0$, so to first order they are proportional there and the Wronskian vanishes. At every $r>0$ the numerator $r^2e^{-3r}$ and the density are both positive, so $\alpha$ is positive as well. This includes the 2s node: $\phi_{2s}$ is zero there, but its slope is not.

## Decay in the 2s tail

At large distance the numerator and the denominator of $\alpha$ both go to zero, so their rates have to be compared. Keeping only the 2s part of the density gives

$$n\ge2\phi_{2s}^2=(2-r)^2\,\frac{e^{-r}}{16\pi}\ge\frac{e^{-r}}{16\pi}\qquad(r\ge3),$$

since $(2-r)^2\ge1$ in that region. This is `shellDensity_tail`. Because $n$ appears only in the denominator of $\alpha$, replacing it by this lower bound can only increase the quotient:

$$\alpha(r)\le\frac{r^2e^{-3r}}{64\pi^2C}\,(16\pi)^{8/3}e^{8r/3}=\frac{(16\pi)^{5/3}}{4\pi C}\,r^2e^{-r/3}.$$

In `alpha_tail`, the tactic `gcongr` carries out this replacement in both places where the density occurs. The remaining equality becomes plain algebra once the exponentials and the power of $16\pi$ have been replaced by letters.

The limit in `alpha_profile` then follows by squeezing. From below, $\alpha$ is positive for $r>0$. From above, the bound tends to zero by Mathlib's limit $x^2e^{-x}\to0$ with $x=r/3$; the factor 9 in the code comes from $r^2=9x^2$.

## Why the maximum is attained away from the nucleus

The closed form makes $\alpha$ continuous, since the density is continuous and never zero. Because $\alpha(1)>0$ and $\alpha\to0$, there is a radius $R$ beyond which $\alpha(r)<\alpha(1)$. On the closed interval from 0 to $\max(R,1)$, a continuous function attains its maximum, say at $r_0$. That interval contains 1, so $\alpha(r_0)\ge\alpha(1)$.

Any $r\ge0$ lies either in the interval, where $\alpha(r)\le\alpha(r_0)$ by the choice of $r_0$, or beyond it, where $\alpha(r)<\alpha(1)\le\alpha(r_0)$. The maximum is therefore global over $r\ge0$. It cannot sit at the nucleus, because $\alpha(0)=0<\alpha(1)\le\alpha(r_0)$.

The Lean proof takes the same route: `hlim.eventually_lt_const` supplies $R$, `isCompact_Icc.exists_isMaxOn` supplies $r_0$, and the last case split compares $r$ with `max R 1`.

## Two exponentials with other decay rates

The comparison of decay rates can be repeated for two doubly occupied orbitals built from $e^{-ar}$ and $e^{-br}$ with $a>b>0$. These two functions are not orthogonal, so take the first orbital proportional to $e^{-ar}$ and the second to $e^{-br}-c\,e^{-ar}$, with the constant $c$ chosen to make them orthogonal. The subtracted term drops out of the Wronskian, which is a nonzero constant times $e^{-(a+b)r}$, and at large $r$ the density behaves like a positive constant times $e^{-2br}$. The indicator therefore behaves like a positive constant times

$$e^{-2(a+b)r}\,e^{16br/3}=e^{-2(a-5b/3)r}.$$

It tends to zero when $a>5b/3$ and grows without bound when $b<a<5b/3$; normalising the orbitals changes only the constant. This estimate is an addition in prose to what the file proves. The exponents of 1s and 2s, $a=1$ and $b=\tfrac12$, lie on the decaying side and give the same exponential factor $e^{-r/3}$ as the bound above; the polynomial factor in 2s changes the behaviour of $\alpha$ only by a power of $r$.
